# In Hückel butadiene with equal hoppings, the terminal atoms have the same Wiberg index as the central bond

A simple way to turn a table of Wiberg indices into a list of bonds is to count a pair of atoms as bonded if its index exceeds a chosen threshold. In the ground state of the non-interacting four-site Hückel π model of butadiene with equal hoppings, no threshold gives the right list. The central bond and the pair of terminal atoms both have index $1/5$, so a threshold that keeps the central bond also joins the two ends of the chain. An index of $1/5$ alone therefore does not show whether two atoms of this chain are neighbours.

In Lean 4 with Mathlib:

```lean
import Mathlib

open Matrix

namespace WibergButadiene

noncomputable section
```

## The chain and its filled orbitals

Atoms 1 to 4 carry the indices 0 to 3, which are used in all formulas below. The site energy is the zero of energy, and neighbours are coupled by $-t$:

$$H_{01}=H_{12}=H_{23}=-t,\qquad H_{02}=H_{13}=H_{03}=0.$$

```lean
/-- Hueckel Hamiltonian of the four-site chain: hopping `-t` between neighbours, with the
site energy as zero of energy. Sites 1 to 4 carry the indices 0 to 3. -/
def chainH (t : ℝ) : Matrix (Fin 4) (Fin 4) ℝ :=
  !![0, -t, 0, 0; -t, 0, -t, 0; 0, -t, 0, -t; 0, 0, -t, 0]
```

The molecular orbitals $c_0,\dots,c_3$ are real and satisfy $Hc_k=\varepsilon_k c_k$ and $c_k\cdot c_l=\delta_{kl}$, with $\varepsilon_0\le\varepsilon_1\le\varepsilon_2\le\varepsilon_3$. Four orthonormal vectors on four sites form a complete set. `Monotone ε` allows equal energies, so the absence of degeneracy has to be derived.

```lean
/-- The `c k` are a complete orthonormal set of real molecular orbitals of the chain, with
energies `ε k` in ascending order. -/
structure IsOrbitalSet (t : ℝ) (c : Fin 4 → Fin 4 → ℝ) (ε : Fin 4 → ℝ) : Prop where
  eigen : ∀ k, chainH t *ᵥ c k = ε k • c k
  orthonormal : ∀ k l, c k ⬝ᵥ c l = if k = l then 1 else 0
  ordered : Monotone ε
```

Four π electrons fill $c_0$ and $c_1$ doubly. The density matrix, whose off-diagonal elements are the Coulson bond orders, is

$$P_{ij}=2\,(c_{0,i}c_{0,j}+c_{1,i}c_{1,j}).$$

```lean
/-- Density matrix with the orbitals `c 0` and `c 1` doubly filled. Its off-diagonal elements are
the Coulson bond orders. -/
def density (c : Fin 4 → Fin 4 → ℝ) (i j : Fin 4) : ℝ :=
  2 * (c 0 i * c 0 j + c 1 i * c 1 j)
```

In an orthonormal basis, the Wiberg index of two atoms is the sum of $P_{ij}^2$ over the orbitals $i$ on one atom and $j$ on the other. With one orbital per atom a single term remains, $W_{ij}=P_{ij}^2$.

```lean
/-- Wiberg index of two atoms that carry one orthonormal basis orbital each. -/
def wiberg (c : Fin 4 → Fin 4 → ℝ) (i j : Fin 4) : ℝ := density c i j ^ 2
```

The model leaves out overlap, electron repulsion and the σ framework, and the theorems make no statement about chains with alternating hoppings. All indices here are π contributions only. In a calculation that includes the σ orbitals, the σ bond between the central atoms adds to their index.

## Each orbital is even or odd

Let $u$ be a normalised orbital with energy $e=-tx$. Division of the four site equations by $-t$ gives

$$u_1=xu_0,\quad u_0+u_2=xu_1,\quad u_1+u_3=xu_2,\quad u_2=xu_3.$$

The first three yield $u_2=(x^2-1)u_0$ and $u_3=(x^3-2x)u_0$. If $u_0$ were zero, the whole orbital would vanish, against normalisation. The last equation then requires

$$x^4-3x^2+1=(x^2-x-1)(x^2+x-1)=0.$$

Hence $x^2=1+\sigma x$ with $\sigma=\pm1$. Inserting this relation gives $u=u_0\,(1,\,x,\,\sigma x,\,\sigma)$, which is even or odd under reflection of the chain.

In the proof, `r1` to `r4` are the site equations, `hu` is the statement $u_0\neq0$, and `fac` is the factorised secular equation. Each `linear_combination` names the multiples of earlier equations that add up to the new one.

```lean
/-- Every normalised orbital of the chain is even or odd under reflection (`σ = 1` or `-1`), and its
energy and its amplitudes relative to `u 0` are given by a root of `x² = 1 + σ x`. -/
theorem orbital_parity {t e : ℝ} {u : Fin 4 → ℝ} (ht : 0 < t)
    (h : chainH t *ᵥ u = e • u) (hn : u ⬝ᵥ u = 1) :
    ∃ x σ : ℝ, e = -t * x ∧ (σ = 1 ∨ σ = -1) ∧ x ^ 2 = 1 + σ * x ∧
      u 1 = x * u 0 ∧ u 2 = σ * x * u 0 ∧ u 3 = σ * u 0 := by
  have ht0 : t ≠ 0 := ht.ne'
  obtain ⟨x, rfl⟩ : ∃ x, e = -t * x := ⟨-e / t, by field_simp⟩
  -- the four site equations, divided by the hopping
  have r1 : u 1 = x * u 0 := mul_left_cancel₀ ht0 (by
    have := congrFun h 0
    simp [chainH, Matrix.mulVec, dotProduct, Fin.sum_univ_four] at this
    linarith)
  have r2 : u 0 + u 2 = x * u 1 := mul_left_cancel₀ ht0 (by
    have := congrFun h 1
    simp [chainH, Matrix.mulVec, dotProduct, Fin.sum_univ_four] at this
    linarith)
  have r3 : u 1 + u 3 = x * u 2 := mul_left_cancel₀ ht0 (by
    have := congrFun h 2
    simp [chainH, Matrix.mulVec, dotProduct, Fin.sum_univ_four] at this
    linarith)
  have r4 : u 2 = x * u 3 := mul_left_cancel₀ ht0 (by
    have := congrFun h 3
    simp [chainH, Matrix.mulVec, dotProduct, Fin.sum_univ_four] at this
    linarith)
  have e2 : u 2 = (x ^ 2 - 1) * u 0 := by linear_combination r2 + x * r1
  have e3 : u 3 = (x ^ 3 - 2 * x) * u 0 := by linear_combination r3 - r1 + x * e2
  have hu : u 0 ≠ 0 := by
    intro hz
    have a1 : u 1 = 0 := by rw [r1, hz, mul_zero]
    have a2 : u 2 = 0 := by rw [e2, hz, mul_zero]
    have a3 : u 3 = 0 := by rw [e3, hz, mul_zero]
    simp [dotProduct, Fin.sum_univ_four, hz, a1, a2, a3] at hn
  -- the secular polynomial factorises by parity
  have fac : (x ^ 2 - x - 1) * (x ^ 2 + x - 1) * u 0 = 0 := by
    linear_combination -r4 + e2 - x * e3
  rcases mul_eq_zero.1 ((mul_eq_zero.1 fac).resolve_right hu) with q | q
  · exact ⟨x, 1, rfl, Or.inl rfl, by linarith, r1, by linear_combination e2 + u 0 * q,
      by linear_combination e3 + (x + 1) * u 0 * q⟩
  · exact ⟨x, -1, rfl, Or.inr rfl, by linarith, r1, by linear_combination e2 + u 0 * q,
      by linear_combination e3 + (x - 1) * u 0 * q⟩
```

## The two occupied energies

Write $\varphi=(1+\sqrt5)/2$, so that $1/\varphi=(\sqrt5-1)/2$. The even solutions have $x=\varphi$ or $-1/\varphi$, the odd ones $x=1/\varphi$ or $-\varphi$.

Two different orbitals cannot share a value of $x$. Since $x=0$ does not solve $x^2=1+\sigma x$, a common $x$ would imply a common $\sigma$. The orbitals $u$ and $v$ would then be proportional, with

$$u\cdot v=u_0v_0\,(1+x^2+\sigma^2x^2+\sigma^2)\neq0,$$

which contradicts orthogonality. Because $t>0$, ascending energies mean $x_0>x_1>x_2>x_3$. Four distinct values drawn from four roots must use all of them, so $x_0=\varphi$ and $x_1=1/\varphi$:

$$\varepsilon_0=-t\varphi,\qquad \varepsilon_1=-t/\varphi.$$

The proof has the same order: `hne` excludes degeneracy, `hlt` gives the strict ordering, and `root` lists the four candidates. The lines `a3`, `a2` and `a1` bound the values from below, from the highest orbital downwards, until `b0` and `b1` fix the occupied pair.

```lean
/-- The two lowest orbital energies are `-t (1 + √5)/2` and `-t (√5 - 1)/2`. -/
theorem occupied_energies {t : ℝ} {c : Fin 4 → Fin 4 → ℝ} {ε : Fin 4 → ℝ} (ht : 0 < t)
    (h : IsOrbitalSet t c ε) :
    ε 0 = -t * ((1 + Real.sqrt 5) / 2) ∧ ε 1 = -t * ((Real.sqrt 5 - 1) / 2) := by
  have s5 : Real.sqrt 5 ^ 2 = 5 := Real.sq_sqrt (by norm_num)
  have s2 : 2 < Real.sqrt 5 := by
    rw [Real.lt_sqrt (by norm_num)]; norm_num
  have hn : ∀ k, c k ⬝ᵥ c k = 1 := fun k => by rw [h.orthonormal, if_pos rfl]
  have key := fun k : Fin 4 => orbital_parity ht (h.eigen k) (hn k)
  choose x σ he hσ hq h1 h2 h3 using key
  -- orthogonal orbitals cannot share an energy
  have hne : ∀ a b, a ≠ b → x a ≠ x b := by
    intro a b hab hx
    have o := h.orthonormal a b
    rw [if_neg hab] at o
    have na := hn a
    have nb := hn b
    simp only [dotProduct, Fin.sum_univ_four, h1, h2, h3] at o na nb
    have hx0 : x a ≠ 0 := by
      intro z
      have := hq a
      rw [z] at this
      norm_num at this
    have hs : σ a = σ b := mul_right_cancel₀ hx0 (by
      have qa := hq a
      have qb := hq b
      rw [← hx] at qb
      linarith)
    rw [← hx, ← hs] at o
    have hp : 0 < 1 + x a ^ 2 + (σ a * x a) ^ 2 + σ a ^ 2 := by positivity
    have o' : c a 0 * c b 0 * (1 + x a ^ 2 + (σ a * x a) ^ 2 + σ a ^ 2) = 0 := by
      linear_combination o
    rcases mul_eq_zero.1 ((mul_eq_zero.1 o').resolve_right hp.ne') with z | z
    · simp [z] at na
    · simp [z] at nb
  have hlt : ∀ a b, a < b → x b < x a := by
    intro a b hab
    have hle := h.ordered hab.le
    rw [he a, he b] at hle
    exact lt_of_le_of_ne (le_of_mul_le_mul_left (by linarith) ht) (hne b a hab.ne')
  have root : ∀ k, x k = (1 + Real.sqrt 5) / 2 ∨ x k = (1 - Real.sqrt 5) / 2 ∨
      x k = (Real.sqrt 5 - 1) / 2 ∨ x k = -(1 + Real.sqrt 5) / 2 := by
    intro k
    have q := hq k
    rcases hσ k with s | s <;> rw [s] at q
    · have f : (x k - (1 + Real.sqrt 5) / 2) * (x k - (1 - Real.sqrt 5) / 2) = 0 := by
        linear_combination q - s5 / 4
      rcases mul_eq_zero.1 f with g | g
      · exact Or.inl (by linarith)
      · exact Or.inr (Or.inl (by linarith))
    · have f : (x k - (Real.sqrt 5 - 1) / 2) * (x k + (1 + Real.sqrt 5) / 2) = 0 := by
        linear_combination q - s5 / 4
      rcases mul_eq_zero.1 f with g | g
      · exact Or.inr (Or.inr (Or.inl (by linarith)))
      · exact Or.inr (Or.inr (Or.inr (by linarith)))
  -- bound the values of `x` from below, starting with the highest orbital
  have l01 := hlt 0 1 (by decide)
  have l12 := hlt 1 2 (by decide)
  have l23 := hlt 2 3 (by decide)
  have a3 : -(1 + Real.sqrt 5) / 2 ≤ x 3 := by rcases root 3 with g | g | g | g <;> linarith
  have a2 : (1 - Real.sqrt 5) / 2 ≤ x 2 := by rcases root 2 with g | g | g | g <;> linarith
  have a1 : (Real.sqrt 5 - 1) / 2 ≤ x 1 := by rcases root 1 with g | g | g | g <;> linarith
  have b0 : x 0 = (1 + Real.sqrt 5) / 2 := by rcases root 0 with g | g | g | g <;> linarith
  have b1 : x 1 = (Real.sqrt 5 - 1) / 2 := by rcases root 1 with g | g | g | g <;> linarith
  exact ⟨by rw [he 0, b0], by rw [he 1, b1]⟩
```

## Bond orders of equal size and opposite sign

The value $x_0=\varphi$ belongs to $\sigma=1$ and $x_1=1/\varphi$ to $\sigma=-1$. The occupied orbitals are therefore

$$c_0=A\,(1,\varphi,\varphi,1),\qquad c_1=B\,(1,1/\varphi,-1/\varphi,-1),$$

and normalisation gives

$$A^2=\frac{1}{2(1+\varphi^2)}=\frac{5-\sqrt5}{20},\qquad B^2=\frac{1}{2(1+\varphi^{-2})}=\frac{5+\sqrt5}{20}.$$

These satisfy $\varphi^2A^2=B^2$ and $\varphi A^2=B^2/\varphi=\sqrt5/10$. The bond orders follow:

$$\begin{aligned}
P_{01}&=2(\varphi A^2+B^2/\varphi)=2/\sqrt5,\\
P_{02}&=2(\varphi A^2-B^2/\varphi)=0,\\
P_{03}&=2(A^2-B^2)=-1/\sqrt5,\\
P_{12}&=2(\varphi^2A^2-B^2/\varphi^2)=2(B^2-A^2)=1/\sqrt5.
\end{aligned}$$

Only squares of $A$ and $B$ enter, so the free overall sign of each orbital has no effect. In the proof, `hσ1` and `hτ1` settle the two parities, `hA` and `hB` are the values of $A^2$ and $B^2$, and the last four steps are the four bond orders.

```lean
/-- Bond orders of the chain: `2/√5` for 1-2, zero for 1-3, and values of equal size `1/√5`
but opposite sign for 1-4 (negative) and 2-3 (positive), written with `1/√5 = √5/5`. -/
theorem bond_orders {t : ℝ} {c : Fin 4 → Fin 4 → ℝ} {ε : Fin 4 → ℝ} (ht : 0 < t)
    (h : IsOrbitalSet t c ε) :
    density c 0 1 = 2 * Real.sqrt 5 / 5 ∧ density c 0 2 = 0 ∧
      density c 0 3 = -(Real.sqrt 5 / 5) ∧ density c 1 2 = Real.sqrt 5 / 5 := by
  have s5 : Real.sqrt 5 ^ 2 = 5 := Real.sq_sqrt (by norm_num)
  have s2 : 2 < Real.sqrt 5 := by
    rw [Real.lt_sqrt (by norm_num)]; norm_num
  obtain ⟨e0, e1⟩ := occupied_energies ht h
  have n0 : c 0 ⬝ᵥ c 0 = 1 := by rw [h.orthonormal, if_pos rfl]
  have n1 : c 1 ⬝ᵥ c 1 = 1 := by rw [h.orthonormal, if_pos rfl]
  obtain ⟨x, σ, hx, hσ, hq, a1, a2, a3⟩ := orbital_parity ht (h.eigen 0) n0
  obtain ⟨y, τ, hy, hτ, hr, b1, b2, b3⟩ := orbital_parity ht (h.eigen 1) n1
  have hx' : x = (1 + Real.sqrt 5) / 2 := mul_left_cancel₀ ht.ne' (by linarith)
  have hy' : y = (Real.sqrt 5 - 1) / 2 := mul_left_cancel₀ ht.ne' (by linarith)
  -- the lowest orbital is even, the next one odd
  have hσ1 : σ = 1 := by
    rcases hσ with g | g
    · exact g
    · rw [g, hx'] at hq
      nlinarith
  have hτ1 : τ = -1 := by
    rcases hτ with g | g
    · rw [g, hy'] at hr
      nlinarith
    · exact g
  rw [hx'] at a1
  rw [hσ1, hx'] at a2
  rw [hσ1] at a3
  rw [hy'] at b1
  rw [hτ1, hy'] at b2
  rw [hτ1] at b3
  simp only [dotProduct, Fin.sum_univ_four, a1, a2, a3] at n0
  simp only [dotProduct, Fin.sum_univ_four, b1, b2, b3] at n1
  -- normalisation fixes the terminal populations of both orbitals
  have hA : c 0 0 ^ 2 = (5 - Real.sqrt 5) / 20 := by
    linear_combination (5 - Real.sqrt 5) / 20 * n0 - c 0 0 ^ 2 * (3 - Real.sqrt 5) / 40 * s5
  have hB : c 1 0 ^ 2 = (5 + Real.sqrt 5) / 20 := by
    linear_combination (5 + Real.sqrt 5) / 20 * n1 - c 1 0 ^ 2 * (3 + Real.sqrt 5) / 40 * s5
  simp only [density, a1, a2, a3, b1, b2, b3]
  refine ⟨?_, ?_, ?_, ?_⟩
  · linear_combination (1 + Real.sqrt 5) * hA + (Real.sqrt 5 - 1) * hB
  · linear_combination (1 + Real.sqrt 5) * hA - (Real.sqrt 5 - 1) * hB - s5 / 10
  · linear_combination 2 * hA - 2 * hB
  · linear_combination (1 + Real.sqrt 5) ^ 2 / 2 * hA - (Real.sqrt 5 - 1) ^ 2 / 2 * hB
      - Real.sqrt 5 / 20 * s5
```

## Squaring removes the difference

The terminal and central elements differ only in sign, so

$$W_{03}=W_{12}=\left(\frac{1}{\sqrt5}\right)^2=\frac15,$$

although $H_{03}=0$ and $H_{12}=-t$. The theorem states all four facts for every $t>0$ and every orbital set that satisfies `IsOrbitalSet`.

```lean
/-- The terminal atoms 1 and 4 have no direct hopping, the central atoms 2 and 3 have hopping
`-t`, and yet both pairs have Wiberg index `1/5`. -/
theorem wiberg_terminal_eq_central {t : ℝ} {c : Fin 4 → Fin 4 → ℝ} {ε : Fin 4 → ℝ}
    (ht : 0 < t) (h : IsOrbitalSet t c ε) :
    chainH t 0 3 = 0 ∧ chainH t 1 2 = -t ∧ wiberg c 0 3 = 1 / 5 ∧ wiberg c 1 2 = 1 / 5 := by
  have s5 : Real.sqrt 5 ^ 2 = 5 := Real.sq_sqrt (by norm_num)
  obtain ⟨-, -, p, q⟩ := bond_orders ht h
  refine ⟨by simp [chainH], by simp [chainH], ?_, ?_⟩
  · rw [wiberg, p]
    linear_combination s5 / 25
  · rw [wiberg, q]
    linear_combination s5 / 25
```

Seen from atom 1, the index does not fall steadily along the chain. It is $4/5$ with atom 2, zero with atom 3 and $1/5$ with atom 4, and these three values add up to one.

```lean
/-- Seen from terminal atom 1, the Wiberg index is `4/5` with atom 2 and zero with atom 3, and
the indices with the three other atoms add up to one. -/
theorem wiberg_from_terminal {t : ℝ} {c : Fin 4 → Fin 4 → ℝ} {ε : Fin 4 → ℝ}
    (ht : 0 < t) (h : IsOrbitalSet t c ε) :
    wiberg c 0 1 = 4 / 5 ∧ wiberg c 0 2 = 0 ∧
      wiberg c 0 1 + wiberg c 0 2 + wiberg c 0 3 = 1 := by
  have s5 : Real.sqrt 5 ^ 2 = 5 := Real.sq_sqrt (by norm_num)
  obtain ⟨p, q, -, -⟩ := bond_orders ht h
  obtain ⟨-, -, r, -⟩ := wiberg_terminal_eq_central ht h
  have w1 : wiberg c 0 1 = 4 / 5 := by
    rw [wiberg, p]
    linear_combination 4 * s5 / 25
  have w2 : wiberg c 0 2 = 0 := by
    rw [wiberg, q]
    norm_num
  exact ⟨w1, w2, by rw [w1, w2, r]; norm_num⟩
```

## An explicit orbital set for every positive hopping

The theorems assume that an ordered orthonormal orbital set is given. To exhibit one, take the larger amplitude $b=\sqrt{(5+\sqrt5)/20}$.

```lean
/-- The larger of the two amplitudes that occur in the butadiene orbitals. -/
def bigAmp : ℝ := Real.sqrt ((5 + Real.sqrt 5) / 20)
```

The smaller amplitude is $s=b/\varphi$. In the notation above, $b^2=B^2$ and $s^2=A^2$.

```lean
/-- The smaller of the two amplitudes that occur in the butadiene orbitals. -/
def smallAmp : ℝ := (Real.sqrt 5 - 1) / 2 * bigAmp
```

The four orbitals differ only in the placement and signs of $s$ and $b$:

$$(s,b,b,s),\quad(b,s,-s,-b),\quad(b,-s,-s,b),\quad(s,-b,b,-s).$$

```lean
/-- The four butadiene orbitals, listed by their amplitudes on sites 1 to 4. -/
def orbitals : Fin 4 → Fin 4 → ℝ :=
  ![![smallAmp, bigAmp, bigAmp, smallAmp], ![bigAmp, smallAmp, -smallAmp, -bigAmp],
    ![bigAmp, -smallAmp, -smallAmp, bigAmp], ![smallAmp, -bigAmp, bigAmp, -smallAmp]]
```

Their energies are $-t\varphi,\ -t/\varphi,\ t/\varphi,\ t\varphi$.

```lean
/-- The four orbital energies of butadiene. -/
def levels (t : ℝ) : Fin 4 → ℝ :=
  ![-t * ((1 + Real.sqrt 5) / 2), -t * ((Real.sqrt 5 - 1) / 2),
    t * ((Real.sqrt 5 - 1) / 2), t * ((1 + Real.sqrt 5) / 2)]
```

The site equations reduce to $b=\varphi s$ and $s=b/\varphi$, which appear in the proof as `k1` and `k2`, multiplied by $t$ and rearranged. Normalisation is $2s^2+2b^2=1$, called `hn`. The proof then goes through all components of the eigenvalue equations, all scalar products and the three steps between neighbouring levels.

```lean
/-- The explicit butadiene orbitals and energies form an ordered orthonormal orbital set. -/
theorem isOrbitalSet_witness {t : ℝ} (ht : 0 < t) : IsOrbitalSet t orbitals (levels t) := by
  have s5 : Real.sqrt 5 ^ 2 = 5 := Real.sq_sqrt (by norm_num)
  have s2 : 2 < Real.sqrt 5 := by
    rw [Real.lt_sqrt (by norm_num)]; norm_num
  have hb : bigAmp ^ 2 = (5 + Real.sqrt 5) / 20 := Real.sq_sqrt (by positivity)
  -- the two amplitudes are in the golden ratio
  have k1 : t * Real.sqrt 5 * smallAmp = 2 * (t * bigAmp) - t * smallAmp := by
    unfold smallAmp
    linear_combination t * bigAmp / 2 * s5
  have k2 : t * Real.sqrt 5 * bigAmp = 2 * (t * smallAmp) + t * bigAmp := by
    unfold smallAmp
    ring
  have hn : 2 * smallAmp ^ 2 + 2 * bigAmp ^ 2 = 1 := by
    unfold smallAmp
    linear_combination (5 - 2 * Real.sqrt 5 + Real.sqrt 5 ^ 2) / 2 * hb
      + (Real.sqrt 5 + 3) / 40 * s5
  refine ⟨?_, ?_, ?_⟩
  · intro k
    ext i
    fin_cases k <;> fin_cases i <;>
      simp [chainH, Matrix.mulVec, dotProduct, Fin.sum_univ_four, orbitals, levels] <;>
      linarith
  · intro k l
    fin_cases k <;> fin_cases l <;>
      simp [dotProduct, Fin.sum_univ_four, orbitals] <;> linarith
  · have p : 0 < t * (Real.sqrt 5 - 1) := mul_pos ht (by linarith)
    refine Fin.monotone_iff_le_succ.2 ?_
    intro i
    fin_cases i <;> simp [levels] <;> nlinarith

end

end WibergButadiene
```

```lean
#print axioms WibergButadiene.wiberg_terminal_eq_central
#print axioms WibergButadiene.wiberg_from_terminal
```

```
'WibergButadiene.wiberg_terminal_eq_central' depends on axioms: [propext, Classical.choice, Quot.sound]
'WibergButadiene.wiberg_from_terminal' depends on axioms: [propext, Classical.choice, Quot.sound]
```

## Without energy ordering the value 1/5 can be lost

Exchange the second and fourth orbitals of the explicit set, together with their energies. The eigenvalue equations and orthonormality still hold, but `ordered` fails. The doubly filled orbitals are now $(s,b,b,s)$ and $(s,-b,b,-s)$, which describes a state with two electrons promoted to the highest level. Then

$$P_{03}=2(s^2-s^2)=0,\qquad P_{12}=2(b^2-b^2)=0,$$

and both Wiberg indices are zero instead of $1/5$.
